# The first two Magnus terms for a generator with two continuous real drives

The generator is f(t)X + g(t)Y, where X and Y are fixed complex matrices of finite size, not assumed Hermitian, and the drives f and g are real and continuous. The theorem `magnus_terms` says that its first two Magnus terms add up to FX + GY + (φ/2)[X, Y], where F and G are the integrals of f and g from 0 to t, and φ is the integral of fG − gF over the same interval. It is an identity for these two terms only and says nothing about higher terms or the convergence of the series. The proof computes the first term as `h1`, reduces the commutator inside the second to a multiple of [X, Y] as `h2`, integrates that in `h3`, and adds the results.

Lean 4 with Mathlib refuses this proof:

```lean
import Mathlib

open NormedSpace
open scoped Matrix.Norms.Operator

namespace MagnusTerms

noncomputable section

variable {n : Type*} [Fintype n] [DecidableEq n]

/-- The commutator `AB - BA` of two matrices. -/
def comm (A B : Matrix n n ℂ) : Matrix n n ℂ := A * B - B * A

/-- The generator `f(t) X + g(t) Y` with two real drives `f` and `g`. -/
def drive (X Y : Matrix n n ℂ) (f g : ℝ → ℝ) (t : ℝ) : Matrix n n ℂ := f t • X + g t • Y

/-- The accumulated area of a drive, its integral from `0` to `t`. -/
def area (f : ℝ → ℝ) (t : ℝ) : ℝ := ∫ s in (0 : ℝ)..t, f s

/-- The phase `φ(t)`, the integral of `f G - g F` from `0` to `t`, with `F`, `G` the areas. -/
def phase (f g : ℝ → ℝ) : ℝ → ℝ := area (fun s => f s * area g s - g s * area f s)

/-- The first Magnus term: the time integral of the generator. -/
def magnusOne (A : ℝ → Matrix n n ℂ) (t : ℝ) : Matrix n n ℂ := ∫ s in (0 : ℝ)..t, A s

/-- The second Magnus term: half the time integral of the commutator of the generator
with its own earlier integral. -/
def magnusTwo (A : ℝ → Matrix n n ℂ) (t : ℝ) : Matrix n n ℂ :=
  (1 / 2 : ℝ) • ∫ s in (0 : ℝ)..t, comm (A s) (magnusOne A s)

/-- In a complete real normed space, the integral of `f x + g y` with continuous drives is
`F x + G y`. -/
theorem integral_two_drives {E : Type*} [NormedAddCommGroup E] [NormedSpace ℝ E]
    [CompleteSpace E] {f g : ℝ → ℝ} (hf : Continuous f) (hg : Continuous g) (x y : E) (t : ℝ) :
    ∫ s in (0 : ℝ)..t, (f s • x + g s • y) = area f t • x + area g t • y := by
  have hi : ∀ (h : ℝ → ℝ) (z : E), Continuous h →
      IntervalIntegrable (fun r => h r • z) MeasureTheory.volume 0 t := by
    intro h z hh
    have hc : Continuous (fun r => h r • z) := hh.smul continuous_const
    exact hc.intervalIntegrable _ _
  simp only [area]
  rw [intervalIntegral.integral_add (hi f x hf) (hi g y hg),
    intervalIntegral.integral_smul_const, intervalIntegral.integral_smul_const]

/-- For continuous drives, the first two Magnus terms of `fX + gY` add up to
`FX + GY + φ [X, Y] / 2`. -/
theorem magnus_terms (X Y : Matrix n n ℂ) {f g : ℝ → ℝ} (hf : Continuous f)
    (hg : Continuous g) (t : ℝ) :
    magnusOne (drive X Y f g) t + magnusTwo (drive X Y f g) t =
      area f t • X + area g t • Y + (phase f g t / 2) • comm X Y := by
  have h1 : ∀ s, magnusOne (drive X Y f g) s = area f s • X + area g s • Y := by
    intro s
    simp only [magnusOne, drive, area]
    rw [intervalIntegral.integral_add ((hf.smul continuous_const).intervalIntegrable _ _)
      ((hg.smul continuous_const).intervalIntegrable _ _),
      intervalIntegral.integral_smul_const, intervalIntegral.integral_smul_const]
  have h2 : ∀ s, comm (drive X Y f g s) (area f s • X + area g s • Y) =
      (f s * area g s - g s * area f s) • comm X Y := by
    intro s
    simp only [comm, drive, add_mul, mul_add, smul_mul_assoc, mul_smul_comm]
    module
  have h3 : magnusTwo (drive X Y f g) t = (1 / 2 : ℝ) • (phase f g t • comm X Y) := by
    simp only [magnusTwo, h1, h2]
    rw [intervalIntegral.integral_smul_const]
    rfl
  rw [h1, h3]
  module

end

end MagnusTerms
```

Lean reports:

```
Main.lean:55:8: error: Tactic `rewrite` failed: Did not find an occurrence of the pattern
  ∫ (x : ℝ) in ?m.122..?m.123, (f • fun x => ?m.94) x + (g • fun x => ?m.116) x ∂?m.119
in the target expression
  ∫ (s : ℝ) in 0..s, f s • X + g s • Y = (∫ (s : ℝ) in 0..s, f s) • X + (∫ (s : ℝ) in 0..s, g s) • Y

n : Type u_1
inst✝¹ : Fintype n
inst✝ : DecidableEq n
X Y : Matrix n n ℂ
f g : ℝ → ℝ
hf : Continuous f
hg : Continuous g
t s : ℝ
⊢ ∫ (s : ℝ) in 0..s, f s • X + g s • Y = (∫ (s : ℝ) in 0..s, f s) • X + (∫ (s : ℝ) in 0..s, g s) • Y
```

Cause. The error is in `h1`, where `rw` should split the integral of a sum with `intervalIntegral.integral_add`. The lemma takes its two integrands from the integrability proofs it is given, and here those are built directly from `hf.smul continuous_const` and its counterpart for `g`. As the message shows, the integrands came out as products of functions, `(f • fun x => ?m.94) x`, with the constants still undetermined. The goal has the pointwise form `f s • X`. The two forms agree by definition once the constant is `X`, but `rw` looks for the pattern as written and did not find it.

The repair calls `integral_two_drives`, proved earlier in the file for any complete real normed space. There the integrability statement `hi` names the integrand explicitly as `fun r => h r • z`, so the same rewrite finds its pattern. Since that lemma states its result with `area`, the new `simp only` leaves `area` folded, and `exact` closes the goal.

The repair, with which the file compiles:

```diff
@@ -52,8 +52,6 @@
   have h1 : ∀ s, magnusOne (drive X Y f g) s = area f s • X + area g s • Y := by
     intro s
-    simp only [magnusOne, drive, area]
-    rw [intervalIntegral.integral_add ((hf.smul continuous_const).intervalIntegrable _ _)
-      ((hg.smul continuous_const).intervalIntegrable _ _),
-      intervalIntegral.integral_smul_const, intervalIntegral.integral_smul_const]
+    simp only [magnusOne, drive]
+    exact integral_two_drives hf hg X Y s
   have h2 : ∀ s, comm (drive X Y f g s) (area f s • X + area g s • Y) =
       (f s * area g s - g s * area f s) • comm X Y := by
```
